# Fine-structure inversion in p⁴: for z > 0, the lower J = 0 level lies below J = 1 exactly when z > 10F/3

## The p⁴ levels in intermediate coupling

A p⁴ configuration has the terms ³P, ¹D and ¹S. Let $F$ be the Slater parameter usually written $F_2$, which measures the electrostatic splitting of the terms, and let $z$ be the spin-orbit constant of the p shell. Energies are counted from the part common to all the terms, so that ³P, ¹D and ¹S lie at $-5F$, $F$ and $10F$ when $z=0$.

Spin-orbit coupling conserves the total angular momentum $J$ but mixes terms of equal $J$. The only $J=1$ level is pure ³P, with energy

$$E_1=-5F+\frac z2 .$$

The other two blocks, in the bases (³P, ¹S) and (³P, ¹D), are

$$H_0=\begin{pmatrix}-5F+z&\sqrt2\,z\\ \sqrt2\,z&10F\end{pmatrix},\qquad
H_2=\begin{pmatrix}-5F-z/2&z/\sqrt2\\ z/\sqrt2&F\end{pmatrix}.$$

Each block describes one magnetic substate. The signs of the couplings depend on the phases of the basis states; the eigenvalues do not.

The diagonal entries alone give the order $J=2,1,0$ for ³P when $z>0$. Mixing with ¹S pushes the lower $J=0$ level down, and for $z>10F/3$ it passes below $J=1$. The resulting order $2,0,1$ is the one seen in tellurium.

## The crossing at z = 10F/3

Take a real symmetric matrix with diagonal $a,d$ and off-diagonal $b$. Its eigenvalues are

$$\lambda_\pm=\frac{a+d}2\pm s,\qquad s=\sqrt{\left(\frac{a-d}2\right)^2+b^2}.$$

For any reference energy $e$,

$$(\lambda_--e)(\lambda_+-e)=(a-e)(d-e)-b^2 .$$

Suppose $e<a$. Since $s\ge|a-d|/2$, we have $\lambda_+\ge a>e$, and the second factor on the left is positive. Hence $\lambda_-<e$ exactly when $(a-e)(d-e)<b^2$, and $\lambda_-=e$ exactly when the two sides are equal.

For $H_0$ and $e=E_1$, the differences are $a-e=z/2$ and $d-e=15F-z/2$. The condition $e<a$ is therefore $z>0$, and the criterion becomes

$$\frac z2\left(15F-\frac z2\right)<2z^2
\iff z\left(\frac{15F}2-\frac{9z}4\right)<0
\iff z>\frac{10F}3 .$$

With equality throughout, the levels meet at $z=10F/3$. There $E_1=-10F/3$, and

$$H_0\begin{pmatrix}2\sqrt2\\-1\end{pmatrix}
=\begin{pmatrix}-20\sqrt2F/3\\10F/3\end{pmatrix}
=E_1\begin{pmatrix}2\sqrt2\\-1\end{pmatrix}.$$

The normalised amplitudes are $2\sqrt2/3$ and $-1/3$, so at the crossing the state is $8/9$ ³P and $1/9$ ¹S.

## The ground level remains J = 2

Let $F,z>0$. The lowest eigenvalue is at most the energy expectation of any normalised trial state. For $H_2$, the vector $(1,0)$ gives the upper bound $-5F-z/2$, which is below $E_1$. The vector $(\sqrt2,-1)$, with squared norm 3, gives

$$\frac{2(-5F-z/2)-2z+F}{3}=-3F-z .$$

If $z\le10F/3$, the lower $J=0$ level is at or above $E_1$, hence above $J=2$. If $z>10F/3$, apply the criterion to $H_0$ with $e=-2F-z$, which lies below $a=-5F+z$:

$$(2z-3F)(12F+z)-2z^2=3F(7z-12F)>0 .$$

So the lower $J=0$ level is not below $-2F-z$, while the lower $J=2$ level is at most $-3F-z$.

## The model in Lean

```lean
import Mathlib

open Matrix

namespace TelluriumInversion

noncomputable section
```

The lower eigenvalue is defined by its closed formula. The formula reads only one off-diagonal entry, so it has its intended meaning for symmetric matrices, which are the only ones used below.

```lean
/-- The lower level of a real symmetric two-state Hamiltonian: the mean of the diagonal
energies minus half the splitting. -/
def lowerLevel (M : Matrix (Fin 2) (Fin 2) ℝ) : ℝ :=
  (M 0 0 + M 1 1) / 2 - √(((M 0 0 - M 1 1) / 2) ^ 2 + (M 0 1) ^ 2)
```

The three definitions that follow transcribe $H_0$, $E_1$ and $H_2$. Index 0 is ³P in both blocks; index 1 is ¹S for $J=0$ and ¹D for $J=2$.

```lean
/-- The J = 0 block of p⁴ in the basis ³P, ¹S, with Slater parameter `F` and spin-orbit
constant `z`. -/
def p4J0 (F z : ℝ) : Matrix (Fin 2) (Fin 2) ℝ :=
  !![-5 * F + z, √2 * z; √2 * z, 10 * F]

/-- The energy of the single J = 1 level of p⁴, which is pure ³P. -/
def p4J1 (F z : ℝ) : ℝ := -5 * F + z / 2

/-- The J = 2 block of p⁴ in the basis ³P, ¹D. -/
def p4J2 (F z : ℝ) : Matrix (Fin 2) (Fin 2) ℝ :=
  !![-5 * F - z / 2, z / √2; z / √2, F]
```

These energies and couplings are the physical input: they are not derived from a four-electron Hamiltonian. They describe a single configuration with one electrostatic and one spin-orbit parameter, without configuration interaction or further magnetic interactions.

## The lower level as an eigenvalue

The first lemma replaces the square root by a nonnegative number $s$ with a known square, which is easier to handle in the later inequalities.

```lean
/-- The lower level of a symmetric two-state Hamiltonian is the mean diagonal energy minus
a nonnegative half-splitting `s` with `s² = ((a - d)/2)² + b²`. -/
lemma lowerLevel_spec (a b d : ℝ) : ∃ s : ℝ, 0 ≤ s ∧ s ^ 2 = ((a - d) / 2) ^ 2 + b ^ 2 ∧
    lowerLevel !![a, b; b, d] = (a + d) / 2 - s :=
  ⟨√(((a - d) / 2) ^ 2 + b ^ 2), Real.sqrt_nonneg _, Real.sq_sqrt (by positivity),
    by simp [lowerLevel]⟩
```

The variational bound is stated for unnormalised real vectors, so the squared norm appears on the left. The expectation value splits into $\frac{a+d}{2}(x^2+y^2)$ and the traceless part

$$\frac{a-d}2(x^2-y^2)+b\,(2xy).$$

Because $(x^2-y^2)^2+(2xy)^2=(x^2+y^2)^2$, the Cauchy-Schwarz inequality bounds the size of this part by $s(x^2+y^2)$. That is the step `hc`.

```lean
/-- Variational principle: the energy expectation of any real trial vector `(x, y)` is at
least the lower level times the squared norm of the vector. -/
theorem lowerLevel_variational (a b d x y : ℝ) :
    lowerLevel !![a, b; b, d] * (x ^ 2 + y ^ 2) ≤
      a * x ^ 2 + 2 * b * x * y + d * y ^ 2 := by
  obtain ⟨s, hs, hsq, h⟩ := lowerLevel_spec a b d
  rw [h]
  -- Cauchy-Schwarz for the traceless part of the Hamiltonian
  have hc : ((a - d) / 2 * (x ^ 2 - y ^ 2) + b * (2 * x * y)) ^ 2 ≤
      (s * (x ^ 2 + y ^ 2)) ^ 2 := by
    rw [mul_pow, hsq]
    linarith [sq_nonneg ((a - d) / 2 * (2 * x * y) - b * (x ^ 2 - y ^ 2))]
  have hb := (abs_le_of_sq_le_sq' hc (by positivity)).1
  linarith
```

The next theorem identifies the formula with the physical quantity. The set contains every real $E$ for which some nonzero $v$ satisfies $Mv=Ev$, where `*ᵥ` is the matrix-vector product and `•` is multiplication by a scalar. `IsLeast` says that the lower level belongs to this set and that no member is smaller.

Membership follows from the vanishing secular determinant `hdet`, which supplies a nonzero eigenvector. For minimality, `hE` computes the expectation value in an eigenvector as $E$ times the squared norm; the variational bound and division by that positive norm finish the argument.

```lean
/-- The lower level is the least energy for which the symmetric two-state Hamiltonian has
a nonzero eigenvector. -/
theorem lowerLevel_isLeast (a b d : ℝ) :
    IsLeast {E : ℝ | ∃ v : Fin 2 → ℝ, v ≠ 0 ∧ !![a, b; b, d] *ᵥ v = E • v}
      (lowerLevel !![a, b; b, d]) := by
  constructor
  · obtain ⟨s, -, hsq, h⟩ := lowerLevel_spec a b d
    rw [h]
    -- the secular determinant vanishes
    have hdet : (!![a - ((a + d) / 2 - s), b; b, d - ((a + d) / 2 - s)]).det = 0 := by
      rw [Matrix.det_fin_two_of]
      linear_combination hsq
    obtain ⟨v, hv, hM⟩ := Matrix.exists_mulVec_eq_zero_iff.mpr hdet
    have h0 := congrFun hM 0
    have h1 := congrFun hM 1
    simp only [Matrix.mulVec, dotProduct, Fin.sum_univ_two, Matrix.of_apply,
      Matrix.cons_val_zero, Matrix.cons_val_one, Pi.zero_apply] at h0 h1
    refine ⟨v, hv, ?_⟩
    ext i
    fin_cases i
    · simp [Matrix.mulVec, dotProduct, Fin.sum_univ_two]
      linarith
    · simp [Matrix.mulVec, dotProduct, Fin.sum_univ_two]
      linarith
  · rintro E ⟨v, hv, hM⟩
    have h0 := congrFun hM 0
    have h1 := congrFun hM 1
    simp only [Matrix.mulVec, dotProduct, Fin.sum_univ_two, Matrix.of_apply,
      Matrix.cons_val_zero, Matrix.cons_val_one, Pi.smul_apply, smul_eq_mul] at h0 h1
    have hpos : 0 < v 0 ^ 2 + v 1 ^ 2 := by
      by_contra hn
      have e0 : v 0 = 0 := by nlinarith [sq_nonneg (v 0), sq_nonneg (v 1)]
      have e1 : v 1 = 0 := by nlinarith [sq_nonneg (v 0), sq_nonneg (v 1)]
      apply hv
      ext i
      fin_cases i
      · exact e0
      · exact e1
    -- the expectation value in an eigenvector is its eigenvalue
    have hE : a * v 0 ^ 2 + 2 * b * v 0 * v 1 + d * v 1 ^ 2 = E * (v 0 ^ 2 + v 1 ^ 2) := by
      linear_combination v 0 * h0 + v 1 * h1
    have hvar := lowerLevel_variational a b d (v 0) (v 1)
    rw [hE] at hvar
    exact le_of_mul_le_mul_right hvar hpos
```

## Comparing the lower level with a reference energy

The hypothesis `hea` is the condition $e<a$. With $m=(a+d)/2-e$, the proof uses $m^2-s^2=(a-e)(d-e)-b^2$, the same product as in the derivation above. In the forward direction it assumes the contrary, $b^2\le(a-e)(d-e)$. This forces $d\ge e$, so $m>0$, and the positive product $(s-m)(s+m)$ gives a contradiction. In the reverse direction, $m\ge s$ would make both $m-s$ and $m+s$ nonnegative, contradicting the assumed inequality.

```lean
/-- For a reference energy `e` below the first diagonal energy `a`, the lower level lies
below `e` exactly when the squared coupling exceeds `(a - e)(d - e)`. -/
theorem lowerLevel_lt_iff {a b d e : ℝ} (hea : e < a) :
    lowerLevel !![a, b; b, d] < e ↔ (a - e) * (d - e) < b ^ 2 := by
  obtain ⟨s, hs, hsq, h⟩ := lowerLevel_spec a b d
  rw [h]
  constructor
  · intro hlt
    by_contra hc
    have hd : 0 ≤ d - e := by
      by_contra hn
      nlinarith [sq_nonneg b, mul_pos (sub_pos.2 hea) (neg_pos.2 (not_le.1 hn))]
    have h1 : 0 < s - ((a + d) / 2 - e) := by linarith
    have h2 : 0 < s + ((a + d) / 2 - e) := by linarith
    nlinarith [mul_pos h1 h2]
  · intro hlt
    by_contra hc
    have h1 : 0 ≤ (a + d) / 2 - e - s := by linarith
    have h2 : 0 ≤ (a + d) / 2 - e + s := by linarith
    nlinarith [mul_nonneg h1 h2]
```

For equality, the forward direction substitutes $s=m$. The reverse direction factors $s^2-m^2=0$ and uses the signs of $s$ and $m$ to settle which factor vanishes.

```lean
/-- For a reference energy `e` below the first diagonal energy `a`, the lower level equals
`e` exactly when the squared coupling is `(a - e)(d - e)`. -/
theorem lowerLevel_eq_iff {a b d e : ℝ} (hea : e < a) :
    lowerLevel !![a, b; b, d] = e ↔ (a - e) * (d - e) = b ^ 2 := by
  obtain ⟨s, hs, hsq, h⟩ := lowerLevel_spec a b d
  rw [h]
  constructor
  · intro he
    have hs' : s = (a + d) / 2 - e := by linarith
    rw [hs'] at hsq
    linear_combination hsq
  · intro he
    have hd : 0 ≤ d - e := by
      by_contra hn
      nlinarith [sq_nonneg b, mul_pos (sub_pos.2 hea) (neg_pos.2 (not_le.1 hn))]
    have hp : (s - ((a + d) / 2 - e)) * (s + ((a + d) / 2 - e)) = 0 := by
      linear_combination hsq - he
    rcases mul_eq_zero.1 hp with h1 | h1 <;> linarith
```

## Inversion and crossing

The main theorem assumes $z>0$, the sign of the ordinary spin-orbit constant, and allows any real $F$. For $F\le0$ the condition on the right holds automatically; the physical case is $F>0$. After the criterion is applied with $e=E_1$, the two `nlinarith` calls carry out the division by the positive factor $z$.

```lean
/-- Fine-structure inversion in p⁴: for `z > 0` the lower J = 0 level lies below the J = 1
level if and only if `z > 10F/3`. -/
theorem inversion_iff {F z : ℝ} (hz : 0 < z) :
    lowerLevel (p4J0 F z) < p4J1 F z ↔ 10 * F / 3 < z := by
  have hea : -5 * F + z / 2 < -5 * F + z := by linarith
  rw [p4J0, p4J1, lowerLevel_lt_iff hea, mul_pow, Real.sq_sqrt (by norm_num)]
  constructor
  · intro h
    by_contra hn
    nlinarith [mul_nonneg hz.le (sub_nonneg.2 (not_lt.1 hn))]
  · intro h
    nlinarith [mul_pos hz (sub_pos.2 h)]
```

Within this two-parameter, single-configuration model, the ratio $z/F$ alone decides the order of the two levels when $F,z>0$. For parameters fitted with this same model, comparing $z/F$ with $10/3$ therefore tells whether the fit reproduces the observed order of these two levels.

The equality criterion gives the crossing point, where $z$ is cancelled from both sides.

```lean
/-- For `z > 0` the lower J = 0 level and the J = 1 level of p⁴ coincide if and only if
`z = 10F/3`. -/
theorem crossing_iff {F z : ℝ} (hz : 0 < z) :
    lowerLevel (p4J0 F z) = p4J1 F z ↔ z = 10 * F / 3 := by
  have hea : -5 * F + z / 2 < -5 * F + z := by linarith
  rw [p4J0, p4J1, lowerLevel_eq_iff hea, mul_pow, Real.sq_sqrt (by norm_num)]
  constructor
  · intro h
    apply mul_left_cancel₀ hz.ne'
    linear_combination (-4 / 9) * h
  · intro h
    linear_combination (-9 / 4) * z * h
```

The eigenvector at the crossing is checked one component at a time, using $(\sqrt2)^2=2$ in the second. This theorem holds for every real $F$ and says only that $E_1$ is an eigenvalue of $H_0$ with this vector. For $F>0$, `crossing_iff` shows that it is the lower one.

```lean
/-- At `z = 10F/3` the unnormalised J = 0 vector with components `2√2` on ³P and `-1` on ¹S is an
eigenvector whose energy is that of the J = 1 level. -/
theorem crossing_state (F : ℝ) :
    p4J0 F (10 * F / 3) *ᵥ ![2 * √2, -1] = p4J1 F (10 * F / 3) • ![2 * √2, -1] := by
  have h2 : √2 ^ 2 = (2 : ℝ) := Real.sq_sqrt (by norm_num)
  ext i
  fin_cases i
  · simp [p4J0, p4J1, Matrix.mulVec, dotProduct, Fin.sum_univ_two]
    ring
  · simp [p4J0, p4J1, Matrix.mulVec, dotProduct, Fin.sum_univ_two]
    linear_combination (20 * F / 3) * h2
```

## J = 2 below both other levels

The final theorem makes two strict comparisons. The steps `t1` and `t2` are the bounds from the trial vectors $(1,0)$ and $(\sqrt2,-1)$, and `h1` compares the first bound with $E_1$. The case split is at the inversion point: beyond it, `h0` is the lower bound $-2F-z$ on the $J=0$ level; before it, `inversion_iff` places that level at or above $J=1$.

The assumption $F>0$ cannot be weakened to $F\ge0$: at $F=0$ the lower $J=2$ and $J=0$ levels both lie at $-z$.

```lean
/-- For `F, z > 0` the lower J = 2 level of p⁴ lies below the J = 1 level and below the
lower J = 0 level. -/
theorem ground_level_J2 {F z : ℝ} (hF : 0 < F) (hz : 0 < z) :
    lowerLevel (p4J2 F z) < p4J1 F z ∧
      lowerLevel (p4J2 F z) < lowerLevel (p4J0 F z) := by
  have h2 : √2 ^ 2 = (2 : ℝ) := Real.sq_sqrt (by norm_num)
  have hc : z / √2 * √2 = z := div_mul_cancel₀ z (by positivity)
  -- trial states: pure ³P, and the mixture favoured by strong spin-orbit coupling
  have t1 : lowerLevel (p4J2 F z) ≤ -5 * F - z / 2 := by
    have h := lowerLevel_variational (-5 * F - z / 2) (z / √2) F 1 0
    rw [p4J2]
    linarith
  have t2 : lowerLevel (p4J2 F z) ≤ -3 * F - z := by
    have h := lowerLevel_variational (-5 * F - z / 2) (z / √2) F (√2) (-1)
    rw [h2] at h
    rw [p4J2]
    linarith
  have h1 : lowerLevel (p4J2 F z) < p4J1 F z := by
    rw [p4J1]
    linarith
  refine ⟨h1, ?_⟩
  by_cases hi : 10 * F / 3 < z
  · -- beyond the inversion, the lower J = 0 level is not below -2F - z
    have hea : -2 * F - z < -5 * F + z := by linarith
    have h0 : ¬ lowerLevel (p4J0 F z) < -2 * F - z := by
      rw [p4J0, lowerLevel_lt_iff hea, mul_pow, h2]
      nlinarith [mul_pos hF (sub_pos.2 hi), mul_pos hF hF]
    linarith [not_lt.1 h0]
  · -- before the inversion, J = 0 is not below J = 1
    have h0 := not_lt.1 (fun h => hi ((inversion_iff hz).1 h))
    exact lt_of_lt_of_le h1 h0

end

end TelluriumInversion
```

```lean
#print axioms TelluriumInversion.lowerLevel_lt_iff
#print axioms TelluriumInversion.crossing_iff
#print axioms TelluriumInversion.crossing_state
#print axioms TelluriumInversion.ground_level_J2
```

```
'TelluriumInversion.lowerLevel_lt_iff' depends on axioms: [propext, Classical.choice, Quot.sound]
'TelluriumInversion.crossing_iff' depends on axioms: [propext, Classical.choice, Quot.sound]
'TelluriumInversion.crossing_state' depends on axioms: [propext, Classical.choice, Quot.sound]
'TelluriumInversion.ground_level_J2' depends on axioms: [propext, Classical.choice, Quot.sound]
```
